# Larger level shifts never lower the pair functional, and too small a shift can leave it unbounded below

In second-order perturbation theory with Gaussian geminals, the correlation of two electrons in occupied orbitals $i$ and $j$ is described by a pair function $u$, found by minimising a quadratic functional. The exact $u$ is strongly orthogonal: neither electron has any component in an occupied orbital. Geminals do not satisfy this by themselves, and enforcing it exactly leads to costly many-electron integrals. A cheaper functional penalises the unwanted components with a level shift $\delta$:

$$J_\delta(u)=\langle u,(H+\delta O)u\rangle+2\langle(1-O)u,v\rangle .$$

Here $H$ is not the full Hamiltonian but the sum of two Fock operators minus the orbital energies $\varepsilon_i+\varepsilon_j$. The operator $O$ projects onto pair functions with at least one electron in an occupied orbital, and $v$ is the electron repulsion applied to the orbital product. How does the infimum of $J_\delta$ depend on $\delta$, and when is it finite?

## Operators defined on the whole pair space

The pair functions form a real inner product space `E`, of any dimension, with $\mathbb R^n$ as a special case. `H` and `O` are linear maps from `E` to itself, and `v` is any fixed vector.

```lean
import Mathlib

open scoped InnerProductSpace

namespace GeminalLevelShift

noncomputable section

variable {E : Type*} [NormedAddCommGroup E] [InnerProductSpace ℝ E]
```

A Fock operator contains second derivatives, through the kinetic energy, and is defined only on part of the Hilbert space. Passing from everywhere-defined maps to that operator is the step that the hypotheses leave open.

## The penalty is a symmetric projector

`IsProjector` says that $O$ is symmetric and $O^2=O$. Physically, the penalty then measures the weight of the forbidden components. `pairFunctional` is $J_\delta$, for unnormalised $u$.

```lean
/-- A symmetric projector: a symmetric linear map that equals its own square. -/
def IsProjector (O : E →ₗ[ℝ] E) : Prop :=
  O.IsSymmetric ∧ ∀ x, O (O x) = O x

/-- The pair functional `⟨u, (H + δ O) u⟩ + 2 ⟨(1 - O) u, v⟩` with level shift `δ`. -/
def pairFunctional (H O : E →ₗ[ℝ] E) (v : E) (δ : ℝ) (u : E) : ℝ :=
  ⟪u, H u + δ • O u⟫_ℝ + 2 * ⟪u - O u, v⟫_ℝ
```

By hand, idempotence and then symmetry give

$$\langle u,Ou\rangle=\langle u,O(Ou)\rangle=\langle Ou,Ou\rangle=\|Ou\|^2 .$$

`inner_projector` follows the same chain from right to left.

```lean
/-- The expectation value of a symmetric projector is the squared norm of the
projected function. -/
theorem inner_projector {O : E →ₗ[ℝ] E} (hO : IsProjector O) (u : E) :
    ⟪u, O u⟫_ℝ = ‖O u‖ ^ 2 := by
  rw [← real_inner_self_eq_norm_sq, hO.1 u (O u), hO.2]
```

Only the shift term depends on $\delta$, so

$$J_{\delta_2}(u)=J_{\delta_1}(u)+(\delta_2-\delta_1)\|Ou\|^2 .$$

For $\delta_1\le\delta_2$ the added term is nonnegative. `pairFunctional_shift` expands the inner products to obtain the identity, and `pairFunctional_monotone` reads off the sign.

```lean
/-- For a symmetric projector `O`, changing the level shift changes the pair functional
by the change of the shift times the squared norm of `O u`. -/
theorem pairFunctional_shift (H : E →ₗ[ℝ] E) {O : E →ₗ[ℝ] E} (hO : IsProjector O)
    (v u : E) (δ₁ δ₂ : ℝ) :
    pairFunctional H O v δ₂ u =
      pairFunctional H O v δ₁ u + (δ₂ - δ₁) * ‖O u‖ ^ 2 := by
  simp only [pairFunctional, inner_add_right, real_inner_smul_right, inner_projector hO]
  ring

/-- For a symmetric projector `O` and a fixed trial function, the pair functional is
nondecreasing in the level shift. -/
theorem pairFunctional_monotone (H : E →ₗ[ℝ] E) {O : E →ₗ[ℝ] E} (hO : IsProjector O)
    (v u : E) : Monotone fun δ => pairFunctional H O v δ u := by
  intro δ₁ δ₂ h
  have hs := pairFunctional_shift H hO v u δ₁ δ₂
  have hp := mul_nonneg (sub_nonneg.mpr h) (sq_nonneg ‖O u‖)
  change pairFunctional H O v δ₁ u ≤ pairFunctional H O v δ₂ u
  linarith
```

Neither half of the hypothesis suffices alone. The map $O=-1$ is symmetric, but $\langle u,Ou\rangle=-\|u\|^2$, and $J$ falls as $\delta$ grows. The matrix $\begin{pmatrix}1&2\\0&0\end{pmatrix}$ is idempotent but not symmetric, and gives $\langle u,Ou\rangle=-1$ at $u=(1,-1)$.

## The functional has a floor on the basis

In a calculation with fixed exponents, $u=\sum_k c_kg_k$ runs over the span $S$ of the geminals $g_k$, and

$$J_\delta=c^{T}Ac+2c^{T}b,\qquad A_{kl}=\langle g_k,(H+\delta O)g_l\rangle,\quad b_k=\langle(1-O)g_k,v\rangle .$$

Here $A$ is symmetric, because $O$ and the Fock operators are. If $A$ is positive definite, the minimum is at $Ac=-b$. If $A$ has a negative eigenvalue but is invertible, the same equations still have a solution, but it is a saddle point or a maximum and not a minimum.

In Lean, `S` is a `Submodule`, and the floor is the `BddBelow` hypothesis at $\delta_1$. For every $u\in S$,

$$\inf_S J_{\delta_1}\le J_{\delta_1}(u)\le J_{\delta_2}(u),$$

so $J_{\delta_2}$ has the same floor, and taking the infimum over $u$ gives the ordering. The proof reuses the old bound `c` for the first claim and applies `ciInf_mono` to the pointwise inequality for the second.

```lean
/-- Let `O` be a symmetric projector. If the pair functional is bounded below on a basis
subspace, it stays so at any larger level shift, and its infimum does not decrease. -/
theorem infimum_monotone (H : E →ₗ[ℝ] E) {O : E →ₗ[ℝ] E} (hO : IsProjector O)
    (v : E) (S : Submodule ℝ E) {δ₁ δ₂ : ℝ} (h : δ₁ ≤ δ₂)
    (hb : BddBelow (Set.range fun u : S => pairFunctional H O v δ₁ u)) :
    BddBelow (Set.range fun u : S => pairFunctional H O v δ₂ u) ∧
      ⨅ u : S, pairFunctional H O v δ₁ u ≤ ⨅ u : S, pairFunctional H O v δ₂ u := by
  refine ⟨?_, ciInf_mono hb fun u => pairFunctional_monotone H hO v u h⟩
  obtain ⟨c, hc⟩ := hb
  refine ⟨c, ?_⟩
  rintro _ ⟨u, rfl⟩
  exact (hc ⟨u, rfl⟩).trans (pairFunctional_monotone H hO v u h)
```

Without the floor, Lean assigns the infimum the value 0, and the stated inequality can fail when a larger shift gives a finite negative infimum.

The same hypothesis gives a ceiling. If $u\in S$ has $Ou=0$, the penalty vanishes and $J_\delta(u)=\langle u,Hu\rangle+2\langle u,v\rangle$ for every $\delta$. The infimum cannot exceed this value, however large the shift.

```lean
/-- If the pair functional is bounded below on a basis subspace, its infimum there is at
most the unshifted value at any function `u` of the subspace with `O u = 0`. -/
theorem infimum_le_strongly_orthogonal (H O : E →ₗ[ℝ] E) (v : E) (S : Submodule ℝ E)
    (δ : ℝ) (hb : BddBelow (Set.range fun u : S => pairFunctional H O v δ u))
    {u : E} (hu : u ∈ S) (hOu : O u = 0) :
    ⨅ x : S, pairFunctional H O v δ x ≤ ⟪u, H u⟫_ℝ + 2 * ⟪u, v⟫_ℝ := by
  have h1 := ciInf_le hb ⟨u, hu⟩
  have h2 : pairFunctional H O v δ u = ⟪u, H u⟫_ℝ + 2 * ⟪u, v⟫_ℝ := by
    simp only [pairFunctional, hOu, smul_zero, add_zero, sub_zero]
  exact h1.trans_eq h2
```

## A forbidden direction lies too low

Suppose $S$ contains $w=Ow$ with $a=\langle w,Hw\rangle+\delta\|w\|^2<0$. For a valence pair, a product of two core orbitals has a strongly negative $\langle w,Hw\rangle$, because its orbital energies lie below $\varepsilon_i+\varepsilon_j$. A small shift does not compensate for that.

Since $(1-O)w=0$, the linear term vanishes along the ray $tw$, and $J_\delta(tw)=t^2a$. Given any level $c$, put $b=|c|/(-a)$ and $t=1+b$. Then

$$t^2a=a-2|c|-b|c|<-|c|\le c .$$

In the proof, `ray` is the formula along the ray and `key` is this choice of $t$.

```lean
/-- If a basis subspace contains some `w = O w` with `⟨w, H w⟩ + δ ‖w‖² < 0`, the pair
functional takes arbitrarily low values on that subspace. -/
theorem unbounded_below (H O : E →ₗ[ℝ] E) (v : E) (S : Submodule ℝ E) (δ : ℝ)
    {w : E} (hwS : w ∈ S) (hw : O w = w) (hneg : ⟪w, H w⟫_ℝ + δ * ‖w‖ ^ 2 < 0)
    (c : ℝ) : ∃ u ∈ S, pairFunctional H O v δ u < c := by
  -- along the ray through `w` the linear term vanishes
  have ray : ∀ t : ℝ, pairFunctional H O v δ (t • w) =
      t ^ 2 * (⟪w, H w⟫_ℝ + δ * ‖w‖ ^ 2) := by
    intro t
    simp only [pairFunctional, map_smul, hw, sub_self, inner_zero_left, inner_add_right,
      real_inner_smul_left, real_inner_smul_right]
    rw [real_inner_self_eq_norm_sq w]
    ring
  -- a downward parabola passes below every level
  have key : ∀ a : ℝ, a < 0 → ∃ t : ℝ, t ^ 2 * a < c := by
    intro a ha
    have hb : 0 ≤ |c| / (-a) := div_nonneg (abs_nonneg c) (by linarith)
    have hba : |c| / (-a) * (-a) = |c| := div_mul_cancel₀ _ (by linarith)
    generalize |c| / (-a) = b at hb hba
    refine ⟨1 + b, ?_⟩
    have e : (1 + b) ^ 2 * a = a - 2 * |c| - b * |c| := by
      linear_combination (-(2 + b)) * hba
    have := mul_nonneg hb (abs_nonneg c)
    linarith [neg_abs_le c, abs_nonneg c]
  obtain ⟨t, ht⟩ := key _ hneg
  exact ⟨t • w, S.smul_mem t hwS, by rw [ray]; exact ht⟩
```

Each part of the hypothesis does work:

- If $w\notin S$, the conclusion can fail: on $S=\{0\}$ the functional is zero.
- If $a=0$ is allowed, $H=0$ and $\delta=0$ with $O=1$ give $J=0$ everywhere.
- If $w=Ow$ is omitted, $H=1$, $O=0$ and $\delta=-2$ make $a$ negative for every nonzero $w$, yet $J=\|u\|^2+2\langle u,v\rangle$ is bounded below. Such an example needs a negative shift: for a symmetric projector $O$ and $\delta\ge0$, $\langle w,(H+\delta O)w\rangle\le a<0$, so $J_\delta(tw)$ has no floor even if $w\ne Ow$.

## Gap, depth and coupling are under control

A lower bound for all $u$ in `E`, and hence on every basis, needs more information about $H$:

- `hH`: $H$ is symmetric, which none of the earlier theorems assumed.
- `hQ`: on strongly orthogonal functions $H$ is at least $\gamma>0$, the excitation gap for moving both electrons into virtual orbitals.
- `hP`: on the range of $O$, $H$ is at least $-m$, where $m$ measures how deep the forbidden states lie.
- `hM`: the coupling between the two spaces is at most $M$. It vanishes for exact canonical orbitals and is generally nonzero for approximate ones.
- `hδ`: the shift satisfies $M^2\le\frac{\gamma}{2}(\delta-m)$.

Write $p=Ou$ and $q=u-Ou$. Symmetry of $H$ merges the two cross terms:

$$\langle u,Hu\rangle=\langle q,Hq\rangle+2\langle q,Hp\rangle+\langle p,Hp\rangle .$$

The three bounds on $H$ and the Cauchy–Schwarz inequality then give

$$J_\delta(u)\ge\gamma\|q\|^2-2M\|q\|\|p\|+(\delta-m)\|p\|^2-2\|q\|\|v\| .$$

Half of the gap absorbs the coupling:

$$\tfrac{\gamma}{2}\|q\|^2-2M\|q\|\|p\|+(\delta-m)\|p\|^2=\tfrac{2}{\gamma}\Big[\big(\tfrac{\gamma}{2}\|q\|-M\|p\|\big)^2+\big(\tfrac{\gamma}{2}(\delta-m)-M^2\big)\|p\|^2\Big]\ge0 .$$

The other half absorbs the linear term:

$$\tfrac{\gamma}{2}\|q\|^2-2\|q\|\|v\|=\tfrac{\gamma}{2}\big(\|q\|-\tfrac{2}{\gamma}\|v\|\big)^2-\tfrac{2}{\gamma}\|v\|^2\ge-\tfrac{2}{\gamma}\|v\|^2 .$$

Adding the two gives $J_\delta(u)\ge-\frac{2}{\gamma}\|v\|^2$. In the proof, `split`, `quad` and `lin` are these three steps, and `linarith` adds them up.

```lean
/-- Let `H` be symmetric and `O` a symmetric projector, with `H` at least `γ > 0` on the
kernel of `O`, at least `-m` on its range, and coupling between them at most `M`.
If `M² ≤ (γ/2)(δ - m)`, the pair functional is at least `-(2/γ) ‖v‖²`. -/
theorem bounded_below {H O : E →ₗ[ℝ] E} (hH : H.IsSymmetric) (hO : IsProjector O)
    {γ m M δ : ℝ} (hγ : 0 < γ)
    (hQ : ∀ q, O q = 0 → γ * ‖q‖ ^ 2 ≤ ⟪q, H q⟫_ℝ)
    (hP : ∀ p, O p = p → -m * ‖p‖ ^ 2 ≤ ⟪p, H p⟫_ℝ)
    (hM : ∀ p q, O p = p → O q = 0 → |⟪q, H p⟫_ℝ| ≤ M * ‖q‖ * ‖p‖)
    (hδ : M ^ 2 ≤ γ / 2 * (δ - m)) (v u : E) :
    -(2 / γ) * ‖v‖ ^ 2 ≤ pairFunctional H O v δ u := by
  have hp : O (O u) = O u := hO.2 u
  have hq : O (u - O u) = 0 := by rw [map_sub, hp, sub_self]
  -- split the energy into the two blocks and their coupling
  have split : ⟪u, H u⟫_ℝ = ⟪u - O u, H (u - O u)⟫_ℝ
      + 2 * ⟪u - O u, H (O u)⟫_ℝ + ⟪O u, H (O u)⟫_ℝ := by
    have h1 : ⟪u, H (O u)⟫_ℝ = ⟪O u, H u⟫_ℝ :=
      (real_inner_comm _ _).trans (hH (O u) u)
    simp only [map_sub, inner_sub_left, inner_sub_right]
    linear_combination (-1 : ℝ) * h1
  have hJ : pairFunctional H O v δ u =
      ⟪u, H u⟫_ℝ + δ * ‖O u‖ ^ 2 + 2 * ⟪u - O u, v⟫_ℝ := by
    simp only [pairFunctional, inner_add_right, real_inner_smul_right, inner_projector hO]
  -- half of the gap `γ` absorbs the coupling
  have quad : 0 ≤ γ / 2 * ‖u - O u‖ ^ 2 - 2 * M * ‖u - O u‖ * ‖O u‖
      + (δ - m) * ‖O u‖ ^ 2 := by
    refine (mul_nonneg_iff_of_pos_left (half_pos hγ)).mp ?_
    nlinarith [sq_nonneg (γ / 2 * ‖u - O u‖ - M * ‖O u‖),
      mul_le_mul_of_nonneg_right hδ (sq_nonneg ‖O u‖)]
  -- the other half absorbs the linear term
  have lin : ∀ r x z : ℝ, γ * r = 2 → -r * z ^ 2 ≤ γ / 2 * x ^ 2 - 2 * x * z := by
    intro r x z hr
    have h0 := mul_nonneg (half_pos hγ).le (sq_nonneg (x - r * z))
    have e : γ / 2 * (x - r * z) ^ 2 = γ / 2 * x ^ 2 - 2 * x * z + r * z ^ 2 := by
      linear_combination (r * z ^ 2 / 2 - x * z) * hr
    linarith
  have hγ0 : γ ≠ 0 := hγ.ne'
  have h1 := lin (2 / γ) ‖u - O u‖ ‖v‖ (by field_simp)
  have h2 := (abs_le.mp (abs_real_inner_le_norm (u - O u) v)).1
  have h3 := (abs_le.mp (hM (O u) (u - O u) hp hq)).1
  have h4 := hQ _ hq
  have h5 := hP _ hp
  rw [hJ, split]
  linarith
```

With a zero gap the bound can fail: $H=O=0$ leaves $J=2\langle u,v\rangle$, which has no floor when $v\ne0$. Without symmetry, take $O=\begin{pmatrix}1&0\\0&0\end{pmatrix}$ and $H=\begin{pmatrix}0&1\\0&1\end{pmatrix}$. The other conditions hold with $\gamma=1$ and $m=M=\delta=0$, but $J$ tends to $-\infty$ along $u=(-t,1)$ as $t\to\infty$.

## All conditions met in a two-level model

In the plane, with components numbered 0 and 1 as in Lean, take

$$O=\begin{pmatrix}1&0\\0&0\end{pmatrix},\qquad H=\begin{pmatrix}-1&1\\1&1\end{pmatrix}.$$

```lean
local notation "Plane" => EuclideanSpace ℝ (Fin 2)

/-- The projector onto the first coordinate axis of the plane. -/
def modelO : Plane →ₗ[ℝ] Plane where
  toFun x := !₂[x 0, 0]
  map_add' x y := by ext i; fin_cases i <;> simp
  map_smul' c x := by ext i; fin_cases i <;> simp

/-- The two-level Hamiltonian with diagonal entries `-1` and `1` and coupling `1`. -/
def modelH : Plane →ₗ[ℝ] Plane where
  toFun x := !₂[-x 0 + x 1, x 0 + x 1]
  map_add' x y := by ext i; fin_cases i <;> simp <;> ring
  map_smul' c x := by ext i; fin_cases i <;> simp <;> ring
```

`model_witness` checks the conditions on $H$ and $O$ with $\gamma=m=M=1$, by writing inner products and norms in components. It also supplies the forbidden direction $w=(1,0)$, for which $\langle w,Hw\rangle+\delta\|w\|^2=\delta-1$.

```lean
/-- The two-level model meets the hypotheses on `H` and `O` of the lower bound with
`γ = m = M = 1`, and the first unit vector `w` has `O w = w`, `⟨w, H w⟩ = -1`, `‖w‖² = 1`. -/
theorem model_witness :
    modelH.IsSymmetric ∧ IsProjector modelO ∧
    (∀ q, modelO q = 0 → 1 * ‖q‖ ^ 2 ≤ ⟪q, modelH q⟫_ℝ) ∧
    (∀ p, modelO p = p → -1 * ‖p‖ ^ 2 ≤ ⟪p, modelH p⟫_ℝ) ∧
    (∀ p q, modelO p = p → modelO q = 0 → |⟪q, modelH p⟫_ℝ| ≤ 1 * ‖q‖ * ‖p‖) ∧
    modelO !₂[1, 0] = !₂[1, 0] ∧
    ⟪(!₂[1, 0] : Plane), modelH !₂[1, 0]⟫_ℝ = -1 ∧ ‖(!₂[1, 0] : Plane)‖ ^ 2 = 1 := by
  have hi : ∀ x y : Plane, ⟪x, y⟫_ℝ = x 0 * y 0 + x 1 * y 1 := by
    intro x y
    simp only [PiLp.inner_apply, Fin.sum_univ_two, RCLike.inner_apply, conj_trivial]
    ring
  have hn : ∀ x : Plane, ‖x‖ ^ 2 = x 0 ^ 2 + x 1 ^ 2 := by
    intro x
    rw [← real_inner_self_eq_norm_sq, hi]
    ring
  have H0 : ∀ x : Plane, modelH x 0 = -x 0 + x 1 := fun _ => rfl
  have H1 : ∀ x : Plane, modelH x 1 = x 0 + x 1 := fun _ => rfl
  have O0 : ∀ x : Plane, modelO x 0 = x 0 := fun _ => rfl
  have O1 : ∀ x : Plane, modelO x 1 = 0 := fun _ => rfl
  have hp : ∀ p : Plane, modelO p = p → p 1 = 0 := by
    intro p h
    rw [← h, O1]
  have hq : ∀ q : Plane, modelO q = 0 → q 0 = 0 := by
    intro q h
    have h0 := O0 q
    rw [h] at h0
    simpa using h0.symm
  refine ⟨?_, ⟨?_, ?_⟩, ?_, ?_, ?_, ?_, ?_, ?_⟩
  · intro x y
    simp only [hi, H0, H1]
    ring
  · intro x y
    simp only [hi, O0, O1]
    ring
  · intro x
    ext i
    fin_cases i <;> rfl
  · intro q h
    simp only [hn, hi, H0, H1, hq q h]
    exact le_of_eq (by ring)
  · intro p h
    simp only [hn, hi, H0, H1, hp p h]
    exact le_of_eq (by ring)
  · intro p q h h'
    refine abs_le_of_sq_le_sq ?_ (by positivity)
    rw [show (1 * ‖q‖ * ‖p‖) ^ 2 = ‖q‖ ^ 2 * ‖p‖ ^ 2 by ring]
    simp only [hn, hi, H0, H1, hp p h, hq q h']
    exact le_of_eq (by ring)
  · ext i
    fin_cases i <;> rfl
  · simp [hi, H0, H1]
  · simp [hn]
```

The two general theorems then give both regimes: no floor for $\delta<1$, and the floor $-2\|v\|^2$ once $1\le\frac12(\delta-1)$, that is, $\delta\ge3$.

```lean
/-- In the two-level model the pair functional is unbounded below for every level shift
`δ < 1` and is at least `-2 ‖v‖²` for every `δ ≥ 3`. -/
theorem model_transition (v : Plane) (δ : ℝ) :
    (δ < 1 → ∀ c, ∃ u, pairFunctional modelH modelO v δ u < c) ∧
    (3 ≤ δ → ∀ u, -2 * ‖v‖ ^ 2 ≤ pairFunctional modelH modelO v δ u) := by
  obtain ⟨hH, hO, hQ, hP, hM, hw, hE, hN⟩ := model_witness
  constructor
  · intro h c
    obtain ⟨u, _, hu⟩ := unbounded_below modelH modelO v ⊤ δ Submodule.mem_top hw
      (by rw [hE, hN]; linarith) c
    exact ⟨u, hu⟩
  · intro h u
    have hb := bounded_below (δ := δ) hH hO one_pos hQ hP hM (by linarith) v u
    linarith

end

end GeminalLevelShift
```

```lean
#print axioms GeminalLevelShift.pairFunctional_shift
#print axioms GeminalLevelShift.infimum_monotone
#print axioms GeminalLevelShift.infimum_le_strongly_orthogonal
#print axioms GeminalLevelShift.model_transition
```

```
'GeminalLevelShift.pairFunctional_shift' depends on axioms: [propext, Classical.choice, Quot.sound]
'GeminalLevelShift.infimum_monotone' depends on axioms: [propext, Classical.choice, Quot.sound]
'GeminalLevelShift.infimum_le_strongly_orthogonal' depends on axioms: [propext, Classical.choice, Quot.sound]
'GeminalLevelShift.model_transition' depends on axioms: [propext, Classical.choice, Quot.sound]
```

The range between 1 and 3 shows what the coupling condition is for. At $\delta=1$ the forbidden direction is no longer negative, yet $J_1(t,-1)=1-2t-2v_1$ has no floor. A direct look at the $2\times2$ determinant, $\delta-2$, puts the actual change at $\delta=2$, so the condition `hδ` is sufficient but not sharp.

For explicitly correlated pair theories, within this model of fixed $v$ and everywhere-defined symmetric $H$ with a positive gap, a shift large enough to outweigh both the depth of the forbidden states and their coupling to the allowed ones, in the sense of `hδ`, guarantees a floor on every basis.
